# Five m = 0 partial-wave pairs from s to f have a nonzero quadrupole angular factor

## Question

Write $x=\cos\theta$ and take the Legendre polynomials in their usual normalisation, $P_l(1)=1$:

$$P_0=1,\quad P_1=x,\quad P_2=\tfrac12(3x^2-1),\quad P_3=\tfrac12(5x^3-3x).$$

For s, p, d, f waves ($l=0,1,2,3$), define

$$I_{ll'}=\int_{-1}^{1}P_l\,P_{l'}\,P_2\,dx .$$

I believe that for $l\le l'\le 3$ only s-d, p-p, p-f, d-d and f-f give a nonzero value, and that these pairs alone feed the one-centre field gradient of an axial density built from $m=0$ waves. Can this be made rigorous and machine-checked, including the radial integral near the nucleus?

## Answer

### From moments to the five channels

Integrating powers of $x$ against $P_2$ gives zero for odd $k$. For even $k$,

$$M_k=\int_{-1}^{1}x^kP_2\,dx=\frac{3}{k+3}-\frac{1}{k+1},$$

so $M_0=0$, $M_2=\tfrac4{15}$, $M_4=\tfrac8{35}$ and $M_6=\tfrac4{21}$. Expanding the products:

- s-d: $\tfrac12(3M_2-M_0)=\tfrac25$
- p-p: $M_2=\tfrac4{15}$
- p-f: $\tfrac12(5M_4-3M_2)=\tfrac6{35}$
- d-d: $\tfrac14(9M_4-6M_2+M_0)=\tfrac4{35}$
- f-f: $\tfrac14(25M_6-30M_4+9M_2)=\tfrac8{105}$

The s-s factor is $M_0=0$; s-p, s-f, p-d and d-f have odd integrands.

With normalised $Y_{l0}$, the matrix elements of $P_2$ are $\tfrac12\sqrt{(2l+1)(2l'+1)}\,I_{ll'}$, which gives $1/\sqrt5$, $2/5$, $3\sqrt{21}/35$, $2/7$ and $4/15$ in the same order.

Now let $\varphi_l(r)$ be real radial partial waves, $D_{ll'}$ an occupancy matrix and $r_c$ the augmentation radius. Here $\varphi_l$ is the whole factor in front of $P_l$: it includes the $\sqrt{(2l+1)/4\pi}$ of $Y_{l0}$, and it is the wave itself, not $r$ times the wave. The density is

$$n(r,x)=\sum_{l,l'}D_{ll'}\varphi_l(r)\varphi_{l'}(r)P_l(x)P_{l'}(x).$$

Since $3x^2-1=2P_2$ and the volume element is $2\pi r^2\,dr\,dx$, integrating $n(3x^2-1)/r^3$ over angle first gives

$$V=4\pi\int_0^{r_c}\frac{dr}{r}\int_{-1}^{1}nP_2\,dx
=4\pi\sum_{l,l'}D_{ll'}I_{ll'}R_{ll'},\qquad
R_{ll'}=\int_0^{r_c}\frac{\varphi_l\varphi_{l'}}r\,dr .$$

In the last sum only pairs with $I_{ll'}\ne0$ are kept. The s-s term has already vanished at each radius, so a divergent $R_{00}$ does no harm.

### A density with s, p and d waves

Take $r_c=1$, $\varphi_0=1$, $\varphi_1=r$, $\varphi_2=r^2$, $\varphi_3=r^3$, with $D_{00}=D_{11}=D_{22}=1$, $D_{02}=D_{20}=\tfrac12$ and all other entries zero. This matrix is positive semidefinite, as an occupancy matrix should be. Then $R_{02}=R_{11}=\int_0^1r\,dr=\tfrac12$, $R_{22}=\int_0^1r^3\,dr=\tfrac14$, and

$$V=4\pi\left(\tfrac25\cdot1\cdot\tfrac12+\tfrac4{15}\cdot1\cdot\tfrac12+\tfrac4{35}\cdot1\cdot\tfrac14\right)=\frac{152\pi}{105}\approx4.55.$$

The s-s product contributes nothing, although $\int_0^1dr/r$ diverges.

### The Lean file

```lean
import Mathlib

open MeasureTheory

namespace FieldGradientPartialWaves

noncomputable section

/-- The Legendre polynomials P0, P1, P2, P3 as functions of x = cos θ. -/
def legendreP (l : Fin 4) (x : ℝ) : ℝ :=
  ![1, x, (3 * x ^ 2 - 1) / 2, (5 * x ^ 3 - 3 * x) / 2] l

/-- The coefficient of each power of x in P0 to P3, one polynomial per row. -/
def legendreCoeff : Matrix (Fin 4) (Fin 4) ℝ :=
  !![1, 0, 0, 0; 0, 1, 0, 0; -1/2, 0, 3/2, 0; 0, -3/2, 0, 5/2]

/-- The angular factor of the partial-wave pair l, l' in the field gradient:
the integral of P_l P_l' P_2 over [-1, 1]. -/
def quadAngular (l l' : Fin 4) : ℝ :=
  ∫ x in (-1 : ℝ)..1, legendreP l x * legendreP l' x * legendreP 2 x

/-- The table of angular factors, with rows and columns ordered s, p, d, f. -/
def angularTable : Matrix (Fin 4) (Fin 4) ℝ :=
  !![0, 0, 2/5, 0; 0, 4/15, 0, 6/35; 2/5, 0, 4/35, 0; 0, 6/35, 0, 8/105]

/-- The axial one-centre density at radius r and x = cos θ, built from radial partial
waves φ and an occupancy matrix D. -/
def axialDensity (D : Matrix (Fin 4) (Fin 4) ℝ) (φ : Fin 4 → ℝ → ℝ) (r x : ℝ) : ℝ :=
  ∑ l, ∑ l', D l l' * (φ l r * φ l' r) * (legendreP l x * legendreP l' x)

/-- The radial integral of φ_l φ_l' / r from the nucleus to the augmentation radius. -/
def radialIntegral (φ : Fin 4 → ℝ → ℝ) (rc : ℝ) (l l' : Fin 4) : ℝ :=
  ∫ r in (0 : ℝ)..rc, φ l r * φ l' r / r

/-- The one-centre field gradient: the integral of n (3 cos²θ - 1) / r³ over the
augmentation sphere, with the angular integration done first. -/
def fieldGradient (D : Matrix (Fin 4) (Fin 4) ℝ) (φ : Fin 4 → ℝ → ℝ) (rc : ℝ) : ℝ :=
  4 * Real.pi * ∫ r in (0 : ℝ)..rc,
    (∫ x in (-1 : ℝ)..1, axialDensity D φ r x * legendreP 2 x) / r

/-- Each of P0 to P3 is the sum of its coefficients times powers of x. -/
theorem legendreP_expand (l : Fin 4) (x : ℝ) :
    legendreP l x = ∑ i : Fin 4, legendreCoeff l i * x ^ (i : ℕ) := by
  fin_cases l <;> simp [legendreP, legendreCoeff, Fin.sum_univ_four] <;> ring

private theorem continuous_legendreP (l : Fin 4) : Continuous (legendreP l) := by
  have h : legendreP l = fun x => ∑ i : Fin 4, legendreCoeff l i * x ^ (i : ℕ) :=
    funext (legendreP_expand l)
  rw [h]
  fun_prop

private theorem integral_double_sum (g : Fin 4 → Fin 4 → ℝ → ℝ) (a b : ℝ)
    (h : ∀ i j, IntervalIntegrable (g i j) volume a b) :
    ∫ x in a..b, ∑ i, ∑ j, g i j x = ∑ i, ∑ j, ∫ x in a..b, g i j x := by
  simp only [← Fintype.sum_prod_type']
  exact intervalIntegral.integral_finsetSum fun p _ => h p.1 p.2

/-- The quadrupole moment of a power of cos θ: the integral of x^k P_2 over [-1, 1]. -/
theorem moment_pow (k : ℕ) :
    ∫ x in (-1 : ℝ)..1, x ^ k * legendreP 2 x
      = (1 + (-1) ^ k) * (3 / ((k : ℝ) + 3) - 1 / ((k : ℝ) + 1)) / 2 := by
  have h : ∀ x : ℝ, x ^ k * legendreP 2 x = 3 / 2 * x ^ (k + 2) - 1 / 2 * x ^ k := by
    intro x
    change x ^ k * ((3 * x ^ 2 - 1) / 2) = _
    ring
  simp only [h]
  rw [intervalIntegral.integral_sub
      ((by fun_prop : Continuous fun x : ℝ => 3 / 2 * x ^ (k + 2)).intervalIntegrable _ _)
      ((by fun_prop : Continuous fun x : ℝ => 1 / 2 * x ^ k).intervalIntegrable _ _),
    intervalIntegral.integral_const_mul, intervalIntegral.integral_const_mul,
    integral_pow, integral_pow]
  have e : ((k + 2 : ℕ) : ℝ) + 1 = (k : ℝ) + 3 := by push_cast; ring
  rw [e]
  ring

/-- The angular factors of all sixteen pairs of s, p, d, f waves are those of the table. -/
theorem quadAngular_eq_table (l l' : Fin 4) : quadAngular l l' = angularTable l l' := by
  have hx : ∀ x : ℝ, legendreP l x * legendreP l' x * legendreP 2 x
      = ∑ i : Fin 4, ∑ j : Fin 4, (legendreCoeff l i * legendreCoeff l' j) *
          (x ^ ((i : ℕ) + (j : ℕ)) * legendreP 2 x) := by
    intro x
    rw [legendreP_expand l x, legendreP_expand l' x, Finset.sum_mul_sum, Finset.sum_mul]
    refine Finset.sum_congr rfl fun i _ => ?_
    rw [Finset.sum_mul]
    refine Finset.sum_congr rfl fun j _ => ?_
    rw [pow_add]
    ring
  have hc := continuous_legendreP 2
  unfold quadAngular
  -- expand in powers of x and use the moments
  rw [intervalIntegral.integral_congr (fun x _ => hx x),
    integral_double_sum (fun i j x => (legendreCoeff l i * legendreCoeff l' j) *
      (x ^ ((i : ℕ) + (j : ℕ)) * legendreP 2 x)) _ _
      (fun i j => Continuous.intervalIntegrable (by fun_prop) _ _)]
  simp only [intervalIntegral.integral_const_mul, moment_pow]
  clear hx hc
  fin_cases l <;> fin_cases l' <;>
    simp [Fin.sum_univ_four, legendreCoeff, angularTable] <;> norm_num

/-- Among pairs l ≤ l' ≤ 3 the integral of P_l P_l' P_2 is nonzero exactly for s-d, p-p,
p-f, d-d and f-f, with values 2/5, 4/15, 6/35, 4/35 and 8/105. -/
theorem field_gradient_pairs :
    (∀ l l' : Fin 4, l ≤ l' → (quadAngular l l' ≠ 0 ↔
      (l, l') ∈ ({(0, 2), (1, 1), (1, 3), (2, 2), (3, 3)} : Set (Fin 4 × Fin 4)))) ∧
    quadAngular 0 2 = 2 / 5 ∧ quadAngular 1 1 = 4 / 15 ∧ quadAngular 1 3 = 6 / 35 ∧
    quadAngular 2 2 = 4 / 35 ∧ quadAngular 3 3 = 8 / 105 := by
  simp only [quadAngular_eq_table]
  refine ⟨?_, by simp [angularTable], by simp [angularTable], by simp [angularTable],
    by simp [angularTable], by simp [angularTable]⟩
  intro l l'
  fin_cases l <;> fin_cases l' <;> simp [angularTable]

/-- For s, p, d, f waves the angular factor is nonzero exactly when l + l' is even and
l, l', 2 satisfy the triangle condition. -/
theorem quadAngular_ne_zero_iff_triangle (l l' : Fin 4) :
    quadAngular l l' ≠ 0 ↔ Even ((l : ℕ) + (l' : ℕ)) ∧
      (l : ℕ) ≤ l' + 2 ∧ (l' : ℕ) ≤ l + 2 ∧ 2 ≤ (l : ℕ) + l' := by
  rw [quadAngular_eq_table]
  fin_cases l <;> fin_cases l' <;> simp [angularTable, Nat.even_iff]

/-- At fixed radius, the integral of the density times P_2 over [-1, 1] is the sum over partial-wave
pairs of occupancy times radial product times angular factor. -/
theorem shell_quadrupole (D : Matrix (Fin 4) (Fin 4) ℝ) (φ : Fin 4 → ℝ → ℝ) (r : ℝ) :
    ∫ x in (-1 : ℝ)..1, axialDensity D φ r x * legendreP 2 x
      = ∑ l, ∑ l', D l l' * (φ l r * φ l' r) * quadAngular l l' := by
  have hx : ∀ x : ℝ, axialDensity D φ r x * legendreP 2 x
      = ∑ l, ∑ l', D l l' * (φ l r * φ l' r) *
          (legendreP l x * legendreP l' x * legendreP 2 x) := by
    intro x
    simp only [axialDensity, Finset.sum_mul, mul_assoc]
  have hc := continuous_legendreP
  rw [intervalIntegral.integral_congr (fun x _ => hx x),
    integral_double_sum (fun l l' x => D l l' * (φ l r * φ l' r) *
      (legendreP l x * legendreP l' x * legendreP 2 x)) _ _
      (fun l l' => (continuous_const.mul
        (((hc l).mul (hc l')).mul (hc 2))).intervalIntegrable _ _)]
  simp only [intervalIntegral.integral_const_mul, quadAngular]

/-- If φ_l φ_l' / r is integrable for every pair with nonzero angular factor, the
one-centre field gradient is the sum of the s-d, p-p, p-f, d-d and f-f terms. -/
theorem fieldGradient_eq (D : Matrix (Fin 4) (Fin 4) ℝ) (φ : Fin 4 → ℝ → ℝ) (rc : ℝ)
    (h : ∀ l l', quadAngular l l' ≠ 0 →
      IntervalIntegrable (fun r => φ l r * φ l' r / r) volume 0 rc) :
    fieldGradient D φ rc = 4 * Real.pi *
      (2 / 5 * (D 0 2 + D 2 0) * radialIntegral φ rc 0 2
        + 4 / 15 * D 1 1 * radialIntegral φ rc 1 1
        + 6 / 35 * (D 1 3 + D 3 1) * radialIntegral φ rc 1 3
        + 4 / 35 * D 2 2 * radialIntegral φ rc 2 2
        + 8 / 105 * D 3 3 * radialIntegral φ rc 3 3) := by
  have hr : ∀ r : ℝ, (∫ x in (-1 : ℝ)..1, axialDensity D φ r x * legendreP 2 x) / r
      = ∑ l, ∑ l', (D l l' * quadAngular l l') * (φ l r * φ l' r / r) := by
    intro r
    rw [shell_quadrupole, Finset.sum_div]
    refine Finset.sum_congr rfl fun l _ => ?_
    rw [Finset.sum_div]
    refine Finset.sum_congr rfl fun l' _ => ?_
    ring
  -- forbidden pairs vanish before the radial integration
  have hi : ∀ l l', IntervalIntegrable
      (fun r => (D l l' * quadAngular l l') * (φ l r * φ l' r / r)) volume 0 rc := by
    intro l l'
    by_cases h0 : quadAngular l l' = 0
    · simp only [h0, mul_zero, zero_mul]
      exact continuous_const.intervalIntegrable _ _
    · exact (h l l' h0).const_mul _
  have hs : ∀ l l', radialIntegral φ rc l l' = radialIntegral φ rc l' l := by
    intro l l'
    simp only [radialIntegral, mul_comm (φ l _) (φ l' _)]
  unfold fieldGradient
  rw [intervalIntegral.integral_congr (fun r _ => hr r),
    integral_double_sum (fun l l' r =>
      (D l l' * quadAngular l l') * (φ l r * φ l' r / r)) _ _ hi]
  simp only [intervalIntegral.integral_const_mul]
  change 4 * Real.pi * (∑ l, ∑ l', D l l' * quadAngular l l' * radialIntegral φ rc l l') = _
  congr 1
  obtain ⟨-, h02, h11, h13, h22, h33⟩ := field_gradient_pairs
  have z : ∀ l l', angularTable l l' = 0 → quadAngular l l' = 0 :=
    fun l l' e => (quadAngular_eq_table l l').trans e
  have h20 : quadAngular 2 0 = 2 / 5 := by rw [quadAngular_eq_table]; simp [angularTable]
  have h31 : quadAngular 3 1 = 6 / 35 := by rw [quadAngular_eq_table]; simp [angularTable]
  simp only [Fin.sum_univ_four, h02, h11, h13, h22, h33, h20, h31,
    z 0 0 rfl, z 0 1 rfl, z 0 3 rfl, z 1 0 rfl, z 1 2 rfl, z 2 1 rfl, z 2 3 rfl,
    z 3 0 rfl, z 3 2 rfl]
  rw [hs 2 0, hs 3 1]
  ring

end

end FieldGradientPartialWaves
```

```lean
#print axioms FieldGradientPartialWaves.quadAngular_ne_zero_iff_triangle
#print axioms FieldGradientPartialWaves.shell_quadrupole
#print axioms FieldGradientPartialWaves.fieldGradient_eq
```

```
'FieldGradientPartialWaves.quadAngular_ne_zero_iff_triangle' depends on axioms: [propext, Classical.choice, Quot.sound]
'FieldGradientPartialWaves.shell_quadrupole' depends on axioms: [propext, Classical.choice, Quot.sound]
'FieldGradientPartialWaves.fieldGradient_eq' depends on axioms: [propext, Classical.choice, Quot.sound]
```

### What the theorems state

The type `Fin 4` labels s, p, d, f by 0 to 3, and `quadAngular l l'` is $I_{ll'}$. `field_gradient_pairs` states the selection rule for $l\le l'$ and the five values. `quadAngular_ne_zero_iff_triangle` covers all ordered pairs: $l+l'$ must be even, and $l,l',2$ must satisfy the triangle condition.

`fieldGradient_eq` expresses $V$ through the five channels. The matrix $D$ need not be symmetric, so $D_{02}+D_{20}$ and $D_{13}+D_{31}$ appear. Its hypothesis `h` requires $\varphi_l\varphi_{l'}/r$ to be integrable for allowed pairs, which stands for sufficiently regular waves near the nucleus. A channel can still contribute zero if its occupancy or radial integral vanishes.

In a projector augmented-wave (PAW) calculation of quadrupole coupling, this models the all-electron part of the on-site contribution, for an axial density with one $m=0$ wave per $l\le3$. It leaves out the corresponding pseudo-wave term, which PAW subtracts, as well as $m\ne0$ waves, several projectors per $l$, charges outside the sphere, and the sign and units of the charge. The angle-first order of integration is part of the definition of `fieldGradient`.

### How the proof follows the calculation

`legendreP_expand` writes each polynomial in powers of $x$, and `moment_pow` computes $M_k$. `integral_double_sum` exchanges the finite double sum with the integral; `continuous_legendreP` supplies integrability in angle. `quadAngular_eq_table` combines these, with `fin_cases` running through all sixteen pairs and `norm_num` finishing the arithmetic. Both selection rules are read from that table.

`shell_quadrupole` performs the angular integration at fixed $r$. In `fieldGradient_eq`, the step `hi` splits on whether $I_{ll'}=0$: a forbidden pair has a zero integrand, and an allowed one uses `h`. The symmetry $R_{ll'}=R_{l'l}$, proved as `hs`, then merges the two orders of s-d and of p-f.
